# At energies $E_0+tx$, dividing the secular determinant by $t^g$ leaves the secular problem of a $g$-fold degenerate level as $t\to0$

To find, to first order, how a weak perturbation splits a degenerate level, one writes the perturbation as a matrix in an orthonormal basis of unperturbed eigenstates, cuts out the block belonging to that level, diagonalises it, and adds the coupling strength times each eigenvalue to the unperturbed energy. In code this is a selection of indices, a slice of a matrix and a call to an eigensolver. The limit below supports this step for Hamiltonians in a finite basis: if the energy shifts divided by the coupling converge, they converge to eigenvalues of the block, provided that no state of the level has been left out.

## The Hamiltonian and its rescaled secular matrix

```lean
import Mathlib

open Matrix Filter Topology

namespace DegenerateSecularLimit

noncomputable section

variable {m n : Type*} [Fintype m] [DecidableEq m] [Fintype n] [DecidableEq n]
```

The basis states are labelled by two finite types: `m` for the degenerate level and `n` for all other states. Write $g$ for the number of states in `m`, which Lean calls `Fintype.card m`.

```lean
/-- The Hamiltonian `H0 + t V`, where `H0` is diagonal with the energy `E0` on all states of `m`
and the energies `d k` on the states of `n`. -/
def hamiltonian (E0 : ℂ) (d : n → ℂ) (V : Matrix (m ⊕ n) (m ⊕ n) ℂ) (t : ℂ) :
    Matrix (m ⊕ n) (m ⊕ n) ℂ :=
  Matrix.diagonal (Sum.elim (fun _ => E0) d) + t • V
```

This is $H(t)=H_0+tV$. The type `m ⊕ n` is the combined list of labels, and `Sum.elim` puts $E_0$ on the diagonal for labels from `m` and $d_k$ for labels $k$ from `n`. All numbers are complex and $V$ is any complex matrix; the usual quantum-mechanical case has real energies, real $t$ and Hermitian $V$.

```lean
/-- The secular matrix at energy `E0 + t x` after a factor `t` has been taken out of each row
of the degenerate level. -/
def rescaled (E0 : ℂ) (d : n → ℂ) (V : Matrix (m ⊕ n) (m ⊕ n) ℂ) (t x : ℂ) :
    Matrix (m ⊕ n) (m ⊕ n) ℂ :=
  Matrix.fromBlocks (x • (1 : Matrix m m ℂ) - V.toBlocks₁₁) (-V.toBlocks₁₂)
    (-(t • V.toBlocks₂₁))
    (Matrix.diagonal (fun k => E0 - d k) + t • (x • (1 : Matrix n n ℂ) - V.toBlocks₂₂))
```

Measure energy from $E_0$ in units of the coupling, $E=E_0+tx$. In blocks, the secular matrix is

$$E_0+tx-H(t)=\begin{pmatrix} t(x-V_{11}) & -tV_{12}\\ -tV_{21} & \mathrm{diag}(E_0-d_k)+t(x-V_{22})\end{pmatrix}.$$

Every row of the degenerate level carries a factor $t$. Removing it gives the matrix `rescaled`, called $R(t,x)$ here:

$$R(t,x)=\begin{pmatrix} x-V_{11} & -V_{12}\\ -tV_{21} & \mathrm{diag}(E_0-d_k)+t(x-V_{22})\end{pmatrix}.$$

`V.toBlocks₁₁` is $V_{11}$, the perturbation within the level.

## From energies to an exact determinant identity

```lean
/-- A number `E` is an energy of the matrix `M`, with a nonzero eigenvector, exactly when the
secular determinant `det (E - M)` vanishes. -/
theorem energy_iff_secular {p : Type*} [Fintype p] [DecidableEq p] (M : Matrix p p ℂ) (E : ℂ) :
    (∃ ψ : p → ℂ, ψ ≠ 0 ∧ M *ᵥ ψ = E • ψ) ↔ (E • (1 : Matrix p p ℂ) - M).det = 0 := by
  have h : ∀ v : p → ℂ, (E • (1 : Matrix p p ℂ) - M) *ᵥ v = E • v - M *ᵥ v := by
    intro v
    rw [Matrix.sub_mulVec]
    congr 1
    ext i
    simp [Matrix.mulVec, dotProduct, Matrix.one_apply]
  rw [← Matrix.exists_mulVec_eq_zero_iff]
  constructor
  · rintro ⟨v, hv, e⟩
    exact ⟨v, hv, by rw [h, e, sub_self]⟩
  · rintro ⟨v, hv, e⟩
    exact ⟨v, hv, (sub_eq_zero.mp ((h v).symm.trans e)).symm⟩
```

A number $E$ has a nonzero vector $\psi$ with $M\psi=E\psi$ exactly when $\det(E-M)=0$. The symbol `*ᵥ` is a matrix acting on a vector. By hand, $M\psi=E\psi$ means $(E-M)\psi=0$, and a square matrix annihilates a nonzero vector exactly when its determinant vanishes. The proof establishes the first rewriting as `h` and takes the second fact from Mathlib.

```lean
/-- The secular determinant at energy `E0 + t x` equals `t` to the power of the degeneracy times
the determinant of the rescaled secular matrix. -/
theorem secular_eq_pow_mul (E0 : ℂ) (d : n → ℂ) (V : Matrix (m ⊕ n) (m ⊕ n) ℂ) (t x : ℂ) :
    ((E0 + t * x) • (1 : Matrix (m ⊕ n) (m ⊕ n) ℂ) - hamiltonian E0 d V t).det
      = t ^ Fintype.card m * (rescaled E0 d V t x).det := by
  -- the rows of the degenerate level carry a common factor t
  have key : (E0 + t * x) • (1 : Matrix (m ⊕ n) (m ⊕ n) ℂ) - hamiltonian E0 d V t
      = Matrix.diagonal (Sum.elim (fun _ : m => t) (fun _ : n => (1 : ℂ)))
        * rescaled E0 d V t x := by
    ext i j
    rw [Matrix.diagonal_mul]
    rcases i with i | i <;> rcases j with j | j
    · by_cases h : i = j <;>
        simp [hamiltonian, rescaled, Matrix.toBlocks₁₁, h] <;> ring
    · simp [hamiltonian, rescaled, Matrix.toBlocks₁₂]
    · simp [hamiltonian, rescaled, Matrix.toBlocks₂₁]
    · by_cases h : i = j <;>
        simp [hamiltonian, rescaled, Matrix.toBlocks₂₂, h] <;> ring
  rw [key, Matrix.det_mul, Matrix.det_diagonal, Fintype.prod_sum_type]
  simp
```

For every $t$ and $x$,

$$\det(E_0+tx-H(t))=t^{g}\det R(t,x).$$

The secular matrix is $D\,R(t,x)$, where $D$ is diagonal with $t$ on the $g$ states of the level and $1$ elsewhere, so $\det D=t^g$. The step `key` is this factorisation, checked entry by entry in the four blocks. The product rule for determinants does the rest. No approximation has been made.

## Setting the coupling to zero

```lean
/-- At `t = 0` the rescaled secular determinant is the secular determinant of the degenerate
block of `V` times the product of the energy differences `E0 - d k`. -/
theorem rescaled_det_zero (E0 : ℂ) (d : n → ℂ) (V : Matrix (m ⊕ n) (m ⊕ n) ℂ) (x : ℂ) :
    (rescaled E0 d V 0 x).det
      = (x • (1 : Matrix m m ℂ) - V.toBlocks₁₁).det * ∏ k, (E0 - d k) := by
  have h : rescaled E0 d V 0 x = Matrix.fromBlocks (x • (1 : Matrix m m ℂ) - V.toBlocks₁₁)
      (-V.toBlocks₁₂) 0 (Matrix.diagonal (fun k => E0 - d k)) := by
    simp [rescaled]
  rw [h, Matrix.det_fromBlocks_zero₂₁, Matrix.det_diagonal]
```

At $t=0$ the lower-left block of $R$ vanishes and the lower-right block becomes diagonal. The determinant of a block triangular matrix is the product of the determinants of its diagonal blocks, hence

$$\det R(0,x)=\det(x-V_{11})\prod_k(E_0-d_k).$$

The coupling $V_{12}$ to the other states is still in the matrix, but no longer affects the determinant.

```lean
/-- The rescaled secular determinant is jointly continuous in the coupling `t` and the
scaled shift `x`. -/
theorem continuous_rescaled_det (E0 : ℂ) (d : n → ℂ) (V : Matrix (m ⊕ n) (m ⊕ n) ℂ) :
    Continuous (fun p : ℂ × ℂ => (rescaled E0 d V p.1 p.2).det) := by
  unfold rescaled
  refine Continuous.matrix_det (Continuous.matrix_fromBlocks ?_ ?_ ?_ ?_) <;> fun_prop
```

The entries of $R(t,x)$ are polynomials in $t$ and $x$, and so is its determinant. It is therefore continuous in both variables together. The proof reduces the claim to the four blocks, which `fun_prop` settles.

```lean
/-- Along nonzero couplings `t k` tending to zero and scaled shifts `x k` tending to `x0`, the
secular determinant divided by `t k` to the power of the degeneracy tends to
`det (x0 - V11)` times the product of the `E0 - d j`. -/
theorem tendsto_secular_along {ι : Type*} {l : Filter ι} {t x : ι → ℂ} {x0 : ℂ}
    (E0 : ℂ) (d : n → ℂ) (V : Matrix (m ⊕ n) (m ⊕ n) ℂ)
    (ht : Tendsto t l (𝓝 0)) (ht0 : ∀ᶠ k in l, t k ≠ 0) (hx : Tendsto x l (𝓝 x0)) :
    Tendsto (fun k => ((E0 + t k * x k) • (1 : Matrix (m ⊕ n) (m ⊕ n) ℂ)
        - hamiltonian E0 d V (t k)).det / t k ^ Fintype.card m) l
      (𝓝 ((x0 • (1 : Matrix m m ℂ) - V.toBlocks₁₁).det * ∏ j, (E0 - d j))) := by
  have h := ((continuous_rescaled_det E0 d V).tendsto (0, x0)).comp (ht.prodMk_nhds hx)
  rw [← rescaled_det_zero]
  refine Tendsto.congr' ?_ h
  -- for nonzero t the quotient is exactly the rescaled determinant
  filter_upwards [ht0] with k hk
  rw [secular_eq_pow_mul, mul_div_cancel_left₀ _ (pow_ne_zero _ hk)]
  rfl
```

Here $k$ labels members of a family of couplings $t_k$ and scaled shifts $x_k$, and $j$ labels the states in `n`. The filter `l` says how the limit is taken; for a sequence, read it as $k\to\infty$. The hypothesis `ht0` says that $t_k\neq0$ from some point on. If $t_k\to0$ and $x_k\to x_0$, then

$$\frac{\det(E_0+t_kx_k-H(t_k))}{t_k^{g}}\to\det(x_0-V_{11})\prod_j(E_0-d_j).$$

For $t_k\neq0$ the exact identity turns the quotient into $\det R(t_k,x_k)$, and continuity gives the limit $\det R(0,x_0)$. In the proof, `filter_upwards` restricts attention to the nonzero couplings, where $t_k^g$ can be cancelled.

```lean
/-- For fixed `x`, the secular determinant at energy `E0 + t x`, divided by `t` to the power of
the degeneracy, tends to `det (x - V11)` times the product of the `E0 - d k` as nonzero `t`
tends to zero. -/
theorem tendsto_secular (E0 : ℂ) (d : n → ℂ) (V : Matrix (m ⊕ n) (m ⊕ n) ℂ) (x : ℂ) :
    Tendsto (fun t : ℂ => ((E0 + t * x) • (1 : Matrix (m ⊕ n) (m ⊕ n) ℂ)
        - hamiltonian E0 d V t).det / t ^ Fintype.card m) (𝓝[≠] 0)
      (𝓝 ((x • (1 : Matrix m m ℂ) - V.toBlocks₁₁).det * ∏ k, (E0 - d k))) :=
  tendsto_secular_along E0 d V (tendsto_id.mono_left nhdsWithin_le_nhds)
    self_mem_nhdsWithin tendsto_const_nhds
```

With $x$ fixed, this is the limit in its plainest form. The notation `𝓝[≠] 0` means that $t$ approaches zero through nonzero complex values, which includes an approach along the real axis. The limit holds whether or not some $d_k$ equals $E_0$.

## Reading off the first-order shifts

```lean
/-- Let all `d j` differ from `E0`. If `E0 + t k * x k` are energies of `H0 + t k V` for nonzero
`t k` tending to zero, and `x k` tends to `x0`, then `x0` is an eigenvalue of the degenerate
block of `V`. -/
theorem first_order_shift_is_eigenvalue {ι : Type*} {l : Filter ι} [l.NeBot] {t x : ι → ℂ}
    {x0 : ℂ} (E0 : ℂ) (d : n → ℂ) (V : Matrix (m ⊕ n) (m ⊕ n) ℂ) (hd : ∀ j, d j ≠ E0)
    (ht : Tendsto t l (𝓝 0)) (ht0 : ∀ᶠ k in l, t k ≠ 0) (hx : Tendsto x l (𝓝 x0))
    (hE : ∀ᶠ k in l, ∃ ψ : m ⊕ n → ℂ, ψ ≠ 0 ∧
      hamiltonian E0 d V (t k) *ᵥ ψ = (E0 + t k * x k) • ψ) :
    ∃ a : m → ℂ, a ≠ 0 ∧ V.toBlocks₁₁ *ᵥ a = x0 • a := by
  rw [energy_iff_secular]
  have h := tendsto_secular_along E0 d V ht ht0 hx
  -- the secular determinant vanishes along the family, hence so does its scaled limit
  have h0 : Tendsto (fun k => ((E0 + t k * x k) • (1 : Matrix (m ⊕ n) (m ⊕ n) ℂ)
      - hamiltonian E0 d V (t k)).det / t k ^ Fintype.card m) l (𝓝 0) := by
    refine Tendsto.congr' ?_ tendsto_const_nhds
    filter_upwards [hE] with k hk
    rw [(energy_iff_secular _ _).mp hk, zero_div]
  have hp : ∏ j, (E0 - d j) ≠ 0 :=
    Finset.prod_ne_zero_iff.mpr fun j _ => sub_ne_zero.mpr (hd j).symm
  exact (mul_eq_zero.mp (tendsto_nhds_unique h h0)).resolve_right hp
```

Now let every $d_j$ differ from $E_0$, and let $E_0+t_kx_k$ be energies of $H(t_k)$, with $t_k\neq0$, $t_k\to0$ and $x_k\to x_0$. Then $V_{11}a=x_0a$ for some nonzero vector $a$ on the degenerate level.

By hand: the secular determinant vanishes at each of these energies, so the quotient is zero along the family and its limit is zero. The limit is also $\det(x_0-V_{11})\prod_j(E_0-d_j)$. The product is nonzero, so $\det(x_0-V_{11})=0$, and $x_0$ is an eigenvalue of $V_{11}$. The condition `l.NeBot` excludes an empty limiting process, for which limits would not be unique.

The convergence of $x_k$ is assumed. The theorem does not say that every eigenvalue of $V_{11}$ is reached by some family of energies, nor that $a$ is a limit of the vectors $\psi$.

```lean
/-- If one of the energies `d j` coincides with `E0`, the scaled secular determinant tends to
zero for every `x`. -/
theorem tendsto_zero_of_missed_state (E0 : ℂ) (d : n → ℂ) (V : Matrix (m ⊕ n) (m ⊕ n) ℂ)
    (j : n) (hj : d j = E0) (x : ℂ) :
    Tendsto (fun t : ℂ => ((E0 + t * x) • (1 : Matrix (m ⊕ n) (m ⊕ n) ℂ)
        - hamiltonian E0 d V t).det / t ^ Fintype.card m) (𝓝[≠] 0) (𝓝 0) := by
  have h := tendsto_secular E0 d V x
  have hp : ∏ k, (E0 - d k) = 0 :=
    Finset.prod_eq_zero (Finset.mem_univ j) (by rw [hj, sub_self])
  rwa [hp, mul_zero] at h

end

end DegenerateSecularLimit
```

If some $d_j$ equals $E_0$, a state of the level has been filed among the others. The product then contains a zero, and the limit is zero for every $x$, so it no longer singles out any shift.

A two-state example shows the damage. Let both states have energy $E_0$, let $V$ have zeros on the diagonal and ones off it, and put only the first state in `m`. The sliced block is the number $0$, which predicts no shift, while the energies are $E_0\pm t$. The scaled determinant is $t(x^2-1)$, which does tend to zero for every $x$. In a program that groups states by comparing computed energies, the tolerance must therefore be wide enough to catch all members of a level that rounding has slightly separated.

```lean
#print axioms DegenerateSecularLimit.tendsto_secular
-- 'DegenerateSecularLimit.tendsto_secular' depends on axioms: [propext, Classical.choice, Quot.sound]
#print axioms DegenerateSecularLimit.first_order_shift_is_eigenvalue
-- 'DegenerateSecularLimit.first_order_shift_is_eigenvalue' depends on axioms: [propext, Classical.choice, Quot.sound]
#print axioms DegenerateSecularLimit.tendsto_zero_of_missed_state
-- 'DegenerateSecularLimit.tendsto_zero_of_missed_state' depends on axioms: [propext, Classical.choice, Quot.sound]
```
